# For positive definite A and B of nonzero size, det(1 + AB) > 1; a third factor can make the determinant negative

In auxiliary-field Monte Carlo a field configuration can be sampled as a probability only if its weight is nonnegative, and for a single fermion species we take that weight to be det(1 + U), where the complex matrix U is the one-body propagator along the imaginary-time path. That this determinant equals the grand-canonical trace over Fock space is the step from physics to model, and it is taken here as a definition. The question is then which products U of positive definite factors have a positive weight.

## Positive eigenvalues for two factors, a negative determinant for three

Let A and B be positive definite, which includes being Hermitian, and let ABv = μv with v ≠ 0. Put w = Bv. Since v†Bv > 0, w is not zero, so w†Aw > 0. Because B† = B,

w†Aw = v†B(ABv) = μ v†Bv.

Thus μ is a ratio of two positive numbers. With the eigenvalues μᵢ of AB counted with algebraic multiplicity,

det(1 + AB) = ∏ᵢ (1 + μᵢ) > 1,

since there is at least one factor and each exceeds 1.

Some longer paths reduce to this case. If M is invertible and x ≠ 0, then x†M†AMx = (Mx)†A(Mx) > 0, so M†AM is positive definite and det(1 + M†AMB) > 1. For Hermitian H,

e^H = (e^(H/2))† e^(H/2)

is positive definite by the same argument, with the identity in the middle. Hence det(1 + e^K e^V) > 1 for Hermitian K and V.

For three factors, take

A = diag(11/10, 1/10), B = [[11/10, 2], [2, 41/10]], C = [[11/10, −2], [−2, 41/10]].

A real symmetric matrix S = [[a, b], [b, d]] with a > 0 and ad > b² is positive definite, because for x = (x₀, x₁)

a x†Sx = |a x₀ + b x₁|² + (ad − b²)|x₁|²,

which is positive unless x = 0. Here ad − b² is 0.11 for A and 0.51 for B and C. Multiplying out,

1 + ABC = [[−2.069, 6.6], [−0.6, 2.281]],

det(1 + ABC) = −4.719389 + 3.96 = −0.759389.

## The weight and its eigenvalues in Lean

The finite type `n` labels the one-particle orbitals.

```lean
import Mathlib

open Matrix
open scoped ComplexOrder

namespace SingleSpeciesSign

noncomputable section

variable {n : Type*} [Fintype n] [DecidableEq n]
```

The weight is defined for any complex matrix.

```lean
/-- The weight `det (1 + U)` of a single fermion species with one-body propagator `U`. -/
def fermionWeight (U : Matrix n n ℂ) : ℂ := (1 + U).det
```

The first theorem is the eigenvalue argument. "Real and positive" is written as `μ.im = 0 ∧ 0 < μ.re`. The hypotheses `hq` and `hp` are the positivity of v†Bv and w†Aw. The rewriting turns the second into μ times the first, and separating real and imaginary parts gives the claim.

```lean
omit [DecidableEq n] in
/-- Every eigenvalue of a product of two positive definite matrices is real and positive. -/
theorem eigenvalue_pos {A B : Matrix n n ℂ} (hA : A.PosDef) (hB : B.PosDef)
    {v : n → ℂ} (hv : v ≠ 0) {μ : ℂ} (h : (A * B) *ᵥ v = μ • v) :
    μ.im = 0 ∧ 0 < μ.re := by
  have hq := hB.dotProduct_mulVec_pos hv
  have hw : B *ᵥ v ≠ 0 := by
    intro h0
    rw [h0, dotProduct_zero] at hq
    exact lt_irrefl _ hq
  -- the quadratic form of `A` at `B v` is `μ` times that of `B` at `v`
  have hp := hA.dotProduct_mulVec_pos hw
  rw [Matrix.mulVec_mulVec, h, dotProduct_smul, smul_eq_mul, Matrix.star_mulVec,
    hB.isHermitian.eq, ← Matrix.dotProduct_mulVec] at hp
  generalize star v ⬝ᵥ (B *ᵥ v) = q at hp hq
  obtain ⟨hq1, hq2⟩ := Complex.lt_def.1 hq
  obtain ⟨hp1, hp2⟩ := Complex.lt_def.1 hp
  rw [Complex.zero_re] at hq1 hp1
  rw [Complex.zero_im] at hq2 hp2
  rw [Complex.mul_re, ← hq2, mul_zero, sub_zero] at hp1
  rw [Complex.mul_im, ← hq2, mul_zero, zero_add] at hp2
  exact ⟨(mul_eq_zero.1 hp2.symm).resolve_right hq1.ne',
    (mul_pos_iff_of_pos_right hq1).1 hp1⟩
```

The product lemma is an induction on the number of factors. The bound `1 ≤ s.prod.re` carries the induction through the empty product, which equals 1.

```lean
/-- A finite product of real numbers above one, taken in the complex plane, is real and at
least one, and it exceeds one if there is at least one factor. -/
theorem prod_gt_one (s : Multiset ℂ) (hs : ∀ z ∈ s, z.im = 0 ∧ 1 < z.re) :
    s.prod.im = 0 ∧ 1 ≤ s.prod.re ∧ (s ≠ 0 → 1 < s.prod.re) := by
  induction s using Multiset.induction_on with
  | empty => simp
  | cons a s ih =>
    obtain ⟨h1, h2, -⟩ := ih fun z hz => hs z (Multiset.mem_cons_of_mem hz)
    obtain ⟨ha1, ha2⟩ := hs a (Multiset.mem_cons_self a s)
    have hlt : 1 < a.re * s.prod.re := by nlinarith
    rw [Multiset.prod_cons, Complex.mul_re, Complex.mul_im, h1, ha1]
    refine ⟨by ring, by linarith, fun _ => by linarith⟩
```

## Two factors, reflected paths and exponential slices

The main theorem works with the roots z of the characteristic polynomial of 1 + AB. Each root supplies a nonzero v with ABv = (z − 1)v, so z − 1 is real and positive. `[Nonempty n]` gives the polynomial positive degree and therefore a root; at size zero the determinant would be exactly 1.

```lean
/-- For two positive definite factors of equal nonzero size, the single-species weight
`det (1 + A B)` is real and exceeds one. -/
theorem weight_two_factors [Nonempty n] {A B : Matrix n n ℂ}
    (hA : A.PosDef) (hB : B.PosDef) :
    (fermionWeight (A * B)).im = 0 ∧ 1 < (fermionWeight (A * B)).re := by
  have hne : (1 + A * B).charpoly ≠ 0 := (Matrix.charpoly_monic _).ne_zero
  -- each characteristic root is one plus an eigenvalue of `A B`
  have hroots : ∀ z ∈ (1 + A * B).charpoly.roots, z.im = 0 ∧ 1 < z.re := by
    intro z hz
    have hz' := (Polynomial.mem_roots hne).1 hz
    rw [Polynomial.IsRoot.def, Matrix.eval_charpoly] at hz'
    obtain ⟨v, hv, hzv⟩ := Matrix.exists_mulVec_eq_zero_iff.2 hz'
    have hs : Matrix.scalar n z *ᵥ v = z • v := by
      ext i
      simp [Matrix.scalar_apply, Matrix.mulVec_diagonal]
    rw [Matrix.sub_mulVec, Matrix.add_mulVec, Matrix.one_mulVec, hs] at hzv
    have he : (A * B) *ᵥ v = (z - 1) • v := by
      linear_combination (norm := module) (-1 : ℂ) • hzv
    obtain ⟨h1, h2⟩ := eigenvalue_pos hA hB hv he
    rw [Complex.sub_im, Complex.one_im] at h1
    rw [Complex.sub_re, Complex.one_re] at h2
    exact ⟨by linarith, by linarith⟩
  -- a matrix of nonzero size has at least one characteristic root
  have hnonempty : (1 + A * B).charpoly.roots ≠ 0 := by
    have hdeg : (1 + A * B).charpoly.degree ≠ 0 := by
      rw [Matrix.charpoly_degree_eq_dim]
      exact_mod_cast Fintype.card_ne_zero
    obtain ⟨z, hz⟩ := IsAlgClosed.exists_root _ hdeg
    intro h0
    have hmem := (Polynomial.mem_roots hne).2 hz
    rw [h0] at hmem
    exact Multiset.notMem_zero z hmem
  obtain ⟨h1, -, h3⟩ := prod_gt_one _ hroots
  rw [fermionWeight, Matrix.det_eq_prod_roots_charpoly]
  exact ⟨h1, h3 hnonempty⟩
```

For a reflected path, M†AM takes the place of A.

```lean
/-- A path `Mᴴ A M B` of nonzero size, with `A` and `B` positive definite and `M` any
invertible propagator, has a real weight above one. -/
theorem weight_reflected_path [Nonempty n] {A B M : Matrix n n ℂ}
    (hA : A.PosDef) (hB : B.PosDef) (hM : IsUnit M) :
    (fermionWeight (Mᴴ * A * M * B)).im = 0 ∧
      1 < (fermionWeight (Mᴴ * A * M * B)).re :=
  weight_two_factors
    (hA.conjTranspose_mul_mul_same (Matrix.mulVec_injective_of_isUnit hM)) hB
```

The exponential is handled through its Hermitian half, `hhalf`, and the factorisation `hsq`.

```lean
/-- The exponential of a Hermitian matrix is positive definite. -/
theorem exp_posDef {H : Matrix n n ℂ} (hH : H.IsHermitian) :
    (NormedSpace.exp H).PosDef := by
  have hhalf : ((1 / 2 : ℂ) • H).IsHermitian := by
    rw [Matrix.IsHermitian, Matrix.conjTranspose_smul, hH.eq]
    simp
  -- the exponential is the square of the Hermitian exponential of `H / 2`
  have hsq : NormedSpace.exp H =
      NormedSpace.exp ((1 / 2 : ℂ) • H) * NormedSpace.exp ((1 / 2 : ℂ) • H) := by
    rw [← Matrix.exp_add_of_commute _ _ (Commute.refl _), ← add_smul]
    norm_num
  have hpos := (Matrix.PosDef.one (n := n) (R := ℂ)).conjTranspose_mul_mul_same
    (Matrix.mulVec_injective_of_isUnit (Matrix.isUnit_exp ((1 / 2 : ℂ) • H)))
  rw [hhalf.exp.eq, mul_one, ← hsq] at hpos
  exact hpos
```

In the next theorem `K` and `V` include their numerical coefficients, such as the −Δτ in front of a hopping matrix or the coupling constant in front of a field. For finitely many orbitals, at least one, a path of one such slice therefore has a positive determinant for every field configuration, provided that `K` and `V` are Hermitian with these coefficients included. It has no sign problem if any scalar factor that multiplies the determinant is positive too. An imaginary coupling constant in front of a nonzero Hermitian matrix gives a `V` that is not Hermitian, and the theorem does not cover that case. A path of many different slices is a longer product, to which the theorem does not apply in general.

```lean
/-- A slice `exp K * exp V` built from Hermitian matrices `K` and `V` of nonzero size has a
real single-species weight above one. -/
theorem weight_exponential_slice [Nonempty n] {K V : Matrix n n ℂ}
    (hK : K.IsHermitian) (hV : V.IsHermitian) :
    (fermionWeight (NormedSpace.exp K * NormedSpace.exp V)).im = 0 ∧
      1 < (fermionWeight (NormedSpace.exp K * NormedSpace.exp V)).re :=
  weight_two_factors (exp_posDef hK) (exp_posDef hV)
```

## Three two-site factors with a negative weight

`twoSite a b d` has diagonal entries `a` and `d` and off-diagonal entry `b`.

```lean
/-- The real symmetric two-site matrix with diagonal entries `a`, `d` and off-diagonal
entry `b`, regarded as a complex matrix. -/
def twoSite (a b d : ℝ) : Matrix (Fin 2) (Fin 2) ℂ := !![(a : ℂ), b; b, d]
```

The identity `key` expands the quadratic form in real and imaginary parts. The case `x 1 = 0` is treated directly; otherwise the square is completed as above.

```lean
/-- A real symmetric two-site matrix with positive first entry and positive determinant is
positive definite. -/
theorem twoSite_posDef {a b d : ℝ} (ha : 0 < a) (h : b ^ 2 < a * d) :
    (twoSite a b d).PosDef := by
  rw [Matrix.posDef_iff_dotProduct_mulVec]
  refine ⟨Matrix.IsHermitian.ext fun i j => ?_, fun x hx => ?_⟩
  · fin_cases i <;> fin_cases j <;> simp [twoSite]
  · have key : star x ⬝ᵥ (twoSite a b d *ᵥ x) =
        ((a * ((x 0).re * (x 0).re + (x 0).im * (x 0).im)
          + 2 * b * ((x 0).re * (x 1).re + (x 0).im * (x 1).im)
          + d * ((x 1).re * (x 1).re + (x 1).im * (x 1).im) : ℝ) : ℂ) := by
      apply Complex.ext <;>
        simp [twoSite, dotProduct, Matrix.mulVec, Fin.sum_univ_two] <;> ring
    rw [key, Complex.zero_lt_real]
    by_cases h1 : x 1 = 0
    · have h0 : x 0 ≠ 0 := by
        intro h0
        apply hx
        ext i
        fin_cases i
        · exact h0
        · exact h1
      have hN := Complex.normSq_pos.2 h0
      rw [Complex.normSq_apply] at hN
      rw [h1, Complex.zero_re, Complex.zero_im]
      linarith [mul_pos ha hN]
    · have hN := Complex.normSq_pos.2 h1
      rw [Complex.normSq_apply] at hN
      -- complete the square after multiplying by `a`
      apply (mul_pos_iff_of_pos_left ha).1
      linarith [mul_pos (sub_pos.2 h) hN, sq_nonneg (a * (x 0).re + b * (x 1).re),
        sq_nonneg (a * (x 0).im + b * (x 1).im)]
```

The last theorem combines three uses of this criterion with an evaluation of the determinant as an exact fraction. It shows that positive definiteness of every factor does not by itself fix the sign of a single configuration's weight; it says nothing about the average sign of a simulation.

```lean
/-- Three positive definite factors can have a negative weight: the three two-site matrices
shown are positive definite, and the weight of their product is `-759389/1000000`. -/
theorem weight_three_factors_negative :
    (twoSite (11 / 10) 0 (1 / 10)).PosDef ∧
    (twoSite (11 / 10) 2 (41 / 10)).PosDef ∧
    (twoSite (11 / 10) (-2) (41 / 10)).PosDef ∧
    fermionWeight (twoSite (11 / 10) 0 (1 / 10) * twoSite (11 / 10) 2 (41 / 10) *
      twoSite (11 / 10) (-2) (41 / 10)) = -759389 / 1000000 := by
  refine ⟨twoSite_posDef (by norm_num) (by norm_num),
    twoSite_posDef (by norm_num) (by norm_num),
    twoSite_posDef (by norm_num) (by norm_num), ?_⟩
  rw [fermionWeight, Matrix.det_fin_two]
  norm_num [twoSite, Matrix.mul_apply, Fin.sum_univ_two]

end

end SingleSpeciesSign
```

```lean
#print axioms SingleSpeciesSign.weight_reflected_path
#print axioms SingleSpeciesSign.weight_exponential_slice
#print axioms SingleSpeciesSign.weight_three_factors_negative
```

```
'SingleSpeciesSign.weight_reflected_path' depends on axioms: [propext, Classical.choice, Quot.sound]
'SingleSpeciesSign.weight_exponential_slice' depends on axioms: [propext, Classical.choice, Quot.sound]
'SingleSpeciesSign.weight_three_factors_negative' depends on axioms: [propext, Classical.choice, Quot.sound]
```
